# With P(−k) = P(k)* and nonzero plaquette traces, the Berry fluxes in (−π, π] sum to π times the number of negative real traces

## Four momenta, two cancelling pairs

Take the momenta $0,1,2,3$ modulo 4 and attach a $2\times2$ projector to each:

$$P(0)=\begin{pmatrix}1&0\\0&0\end{pmatrix},\quad P(1)=\tfrac1{10}\begin{pmatrix}9&-3i\\3i&1\end{pmatrix},\quad P(2)=\tfrac12\begin{pmatrix}1&1\\1&1\end{pmatrix},\quad P(3)=\overline{P(1)}.$$

The bar is entrywise complex conjugation. Since $-1=3$ modulo 4, these matrices satisfy $P(-k)=\overline{P(k)}$. With steps 1 and 2, the plaquette at $k$ has corners $k,\,k+1,\,k+3,\,k+2$. Call the trace of the product around it $w(k)$. For $k=0$ only the upper left entry of $P(0)P(1)P(3)P(2)$ contributes:

$$(1,0)\;\to\;\tfrac1{10}(9,-3i)\;\to\;\tfrac1{100}(72,24i)\;\to\;\tfrac{72+24i}{200},\qquad w(0)=\tfrac{9+3i}{25}.$$

The other traces are $w(1)=w(2)=\overline{w(0)}$ and $w(3)=w(0)$. The phases are $\pm\arctan\frac13$, and they cancel in the pairs $(0,1)$ and $(2,3)$. With fewer than four momenta, two corners of each plaquette coincide, and rank-one projectors then give no phase to cancel.

## Where the symmetry comes from

In a collinear magnet without spin-orbit coupling, the two spin directions decouple. With neither orbital magnetic fields nor spontaneous orbital currents, each spin sector has a real Hamiltonian in position space, so its Bloch Hamiltonian in a basis of real orbitals obeys $H(-k)=\overline{H(k)}$. The projector onto an isolated band inherits this relation, in altermagnets as well, even though their bands are spin-split.

For a filled, isolated band of non-interacting electrons, the total Berry flux determines the intrinsic anomalous Hall response, so the zero-flux case of the result below is a finite-mesh form of its absence in one spin sector.

## Pairing plaquettes by inversion

Let the mesh be a finite abelian group with steps $x$ and $y$, and let

$$w(k)=\operatorname{tr}\big(P(k)P(k+x)P(k+x+y)P(k+y)\big)\neq0 .$$

The corners of the plaquette at $-k-x-y$ are the negatives of those at $k$, so

$$\begin{aligned}
w(-k-x-y)&=\operatorname{tr}\big(P(-k-x-y)P(-k-y)P(-k)P(-k-x)\big)\\
&=\overline{\operatorname{tr}\big(P(k+x+y)P(k+y)P(k)P(k+x)\big)}=\overline{w(k)} .
\end{aligned}$$

The last step is cyclicity of the trace.

Let the flux $\varphi(k)=\arg w(k)$ lie in $(-\pi,\pi]$. Conjugation reverses its sign, except that a negative real number has argument $\pi$ before and after. Hence

$$\varphi(k)+\varphi(-k-x-y)=\begin{cases}2\pi,&w(k)\text{ negative real},\\0,&\text{otherwise.}\end{cases}$$

Sum over all $k$. The map $k\mapsto-k-x-y$ permutes the mesh, so the left side is twice the total flux. If $N_-$ plaquettes have a negative real trace, then

$$\sum_k\varphi(k)=\pi N_- ,$$

which is zero exactly when $N_-=0$.

On a one-point mesh, $P$ is real and $w=\operatorname{tr}P^4$. A nonzero Hermitian $P$ gives flux 0. A rotation by $45^\circ$ has $P^4=-1$ and $w=-2$, so the total is $\pi$.

## When every trace is negative

Now take real projectors $\frac12(1+\mathbf v\cdot\boldsymbol\sigma)$, where $\boldsymbol\sigma$ collects the Pauli matrices. Let the Bloch vectors $\mathbf v$ be $\mathbf a=(0,0,1)$ at momentum 0, $\mathbf b=(\frac45,0,-\frac35)$ at 1 and 3, and $\mathbf c=(-\frac45,0,-\frac35)$ at 2. The repeated projector drops out of the product, and the vectors are coplanar, so

$$w(0)=\tfrac14(1+\mathbf a\cdot\mathbf b+\mathbf b\cdot\mathbf c+\mathbf c\cdot\mathbf a)=\tfrac14\left(1-\tfrac35-\tfrac7{25}-\tfrac35\right)=-\tfrac3{25}.$$

The other three traces are equal to this one, and the total is $4\pi$. It comes from assigning $+\pi$ to both members of each pair. Since a phase is defined only modulo $2\pi$, this total is no sign of a Hall response. For a smooth isolated band on a fine mesh, the traces approach 1 and the exceptional case does not arise.

## What the Lean statements say

The mesh is `G`, an additive commutative group that is finite in the summation theorems, and `n` labels the orbitals. `CollinearSymmetry P` is the relation $P(-k)=\overline{P(k)}$, taken as a hypothesis and not derived from a Hamiltonian. `plaquette P x y k` is $w(k)$. `IsFlux z φ` says that $\varphi\in(-\pi,\pi]$ and $z=|z|e^{i\varphi}$. The hypothesis `h0` excludes zero traces, for which every $\varphi$ in the interval would qualify.

`total_flux_eq_count` is the counting formula, and `total_flux_eq_zero_iff` is the criterion for zero flux. Neither requires `P` to be Hermitian or a projector, or the steps to generate the mesh. The reading as a Berry flux belongs to rank-one projectors; for several bands together, the usual flux uses a determinant of overlaps instead of this trace. The Hall conductivity does not appear in the file, and its link to the flux is stated above as physical background, without a derivation.

```lean
import Mathlib

open Matrix
open scoped Real

namespace CollinearBerryFlux

noncomputable section

variable {G n : Type*} [AddCommGroup G] [Fintype n]

/-- The matrix at `-k` is the entrywise complex conjugate of the matrix at `k`. -/
def CollinearSymmetry (P : G → Matrix n n ℂ) : Prop :=
  ∀ k, P (-k) = (P k).map (starRingEnd ℂ)

/-- The trace of the product of `P` around the plaquette with corners
`k`, `k + x`, `k + x + y`, `k + y`. -/
def plaquette (P : G → Matrix n n ℂ) (x y k : G) : ℂ :=
  (P k * P (k + x) * P (k + x + y) * P (k + y)).trace

/-- The real number `φ` in `(-π, π]` is a phase of the complex number `z`. -/
def IsFlux (z : ℂ) (φ : ℝ) : Prop :=
  -π < φ ∧ φ ≤ π ∧ z = (‖z‖ : ℂ) * Complex.exp (φ * Complex.I)

/-- The flux of a nonzero complex number is its principal argument. -/
theorem IsFlux.eq_arg {z : ℂ} {φ : ℝ} (h : IsFlux z φ) (hz : z ≠ 0) : φ = z.arg := by
  obtain ⟨h1, h2, h3⟩ := h
  have h4 := Complex.arg_mul_cos_add_sin_mul_I (norm_pos_iff.mpr hz) ⟨h1, h2⟩
  rw [← Complex.exp_mul_I, ← h3] at h4
  exact h4.symm

/-- Under collinear symmetry, the plaquette traces at `k` and at `-k - x - y` are complex
conjugates. -/
theorem plaquette_inversion {P : G → Matrix n n ℂ} (hP : CollinearSymmetry P) (x y k : G) :
    plaquette P x y (-k - x - y) = starRingEnd ℂ (plaquette P x y k) := by
  -- conjugation passes through the trace, which ignores the starting corner
  have loop : ∀ A B C D : Matrix n n ℂ,
      (C.map (starRingEnd ℂ) * D.map (starRingEnd ℂ) * A.map (starRingEnd ℂ) *
        B.map (starRingEnd ℂ)).trace = starRingEnd ℂ (A * B * C * D).trace := by
    intro A B C D
    have tr : ((C * D * (A * B)).map (starRingEnd ℂ)).trace =
        starRingEnd ℂ (C * D * (A * B)).trace := by
      simp only [Matrix.trace, Matrix.diag_apply, Matrix.map_apply, map_sum]
    rw [Matrix.trace_mul_comm (C * D) (A * B), ← Matrix.mul_assoc (A * B) C D] at tr
    rw [← tr]
    simp only [Matrix.map_mul, Matrix.mul_assoc]
  have e1 : -k - x - y = -(k + x + y) := by abel
  have e2 : -k - x - y + x = -(k + y) := by abel
  have e3 : -k - x - y + x + y = -k := by abel
  have e4 : -k - x - y + y = -(k + x) := by abel
  unfold plaquette
  rw [e3, e2, e4, e1, hP (k + x + y), hP (k + y), hP k, hP (k + x)]
  exact loop (P k) (P (k + x)) (P (k + x + y)) (P (k + y))

/-- Under collinear symmetry and with nonzero plaquette traces, the total flux is `π` times the
number of plaquettes whose trace is negative real. -/
theorem total_flux_eq_count [Fintype G] {P : G → Matrix n n ℂ} (hP : CollinearSymmetry P)
    (x y : G) (h0 : ∀ k, plaquette P x y k ≠ 0)
    (φ : G → ℝ) (hφ : ∀ k, IsFlux (plaquette P x y k) (φ k)) :
    ∑ k, φ k = π * ((Finset.univ.filter (fun k =>
      (plaquette P x y k).re < 0 ∧ (plaquette P x y k).im = 0)).card : ℝ) := by
  have hs : ∑ k, φ k = ∑ k, (plaquette P x y k).arg :=
    Finset.sum_congr rfl (fun k _ => (hφ k).eq_arg (h0 k))
  -- inversion only permutes the plaquettes
  have hr : ∑ k, (plaquette P x y (-k - x - y)).arg = ∑ k, (plaquette P x y k).arg := by
    refine Fintype.sum_equiv (Equiv.subLeft (-x - y)) _ _ (fun k => ?_)
    have e : -x - y - k = -k - x - y := by abel
    simp only [Equiv.subLeft_apply, e]
  -- partners cancel unless both phases equal π
  have key : ∀ k, (plaquette P x y k).arg + (plaquette P x y (-k - x - y)).arg =
      if (plaquette P x y k).re < 0 ∧ (plaquette P x y k).im = 0 then 2 * π else 0 := by
    intro k
    rw [plaquette_inversion hP, Complex.arg_conj]
    by_cases h : (plaquette P x y k).re < 0 ∧ (plaquette P x y k).im = 0
    · have h' := Complex.arg_eq_pi_iff.mpr h
      rw [if_pos h', if_pos h, h']
      ring
    · rw [if_neg (fun e => h (Complex.arg_eq_pi_iff.mp e)), if_neg h]
      ring
  have h2 := Finset.sum_congr (rfl : (Finset.univ : Finset G) = Finset.univ)
    (fun k _ => key k)
  rw [Finset.sum_add_distrib, hr, ← Finset.sum_filter, Finset.sum_const,
    nsmul_eq_mul] at h2
  rw [hs]
  linarith

/-- Under collinear symmetry and with nonzero plaquette traces, the total flux vanishes exactly when
no trace is negative real. -/
theorem total_flux_eq_zero_iff [Fintype G] {P : G → Matrix n n ℂ}
    (hP : CollinearSymmetry P) (x y : G) (h0 : ∀ k, plaquette P x y k ≠ 0)
    (φ : G → ℝ) (hφ : ∀ k, IsFlux (plaquette P x y k) (φ k)) :
    ∑ k, φ k = 0 ↔
      ∀ k, ¬ ((plaquette P x y k).re < 0 ∧ (plaquette P x y k).im = 0) := by
  rw [total_flux_eq_count hP x y h0 φ hφ, mul_eq_zero, or_iff_right Real.pi_ne_zero,
    Nat.cast_eq_zero, Finset.card_eq_zero, Finset.filter_eq_empty_iff]
  exact ⟨fun h k => h (Finset.mem_univ k), fun h k _ => h k⟩

/-- Four two-band matrices placed on the cyclic mesh of four momenta. -/
def fourPoint (A B C D : Matrix (Fin 2) (Fin 2) ℂ) : ZMod 4 → Matrix (Fin 2) (Fin 2) ℂ :=
  fun k => (![A, B, C, D] : Fin 4 → Matrix (Fin 2) (Fin 2) ℂ) k

/-- The two-band matrix `(1 + a σx + b σy + c σz) / 2` with Bloch vector `(a, b, c)`. -/
def bloch (a b c : ℝ) : Matrix (Fin 2) (Fin 2) ℂ :=
  !![⟨(1 + c) / 2, 0⟩, ⟨a / 2, -b / 2⟩; ⟨a / 2, b / 2⟩, ⟨(1 - c) / 2, 0⟩]

/-- A property of all four matrices holds at every momentum of the mesh. -/
theorem fourPoint_forall {A B C D : Matrix (Fin 2) (Fin 2) ℂ}
    {p : Matrix (Fin 2) (Fin 2) ℂ → Prop} (hA : p A) (hB : p B) (hC : p C) (hD : p D) :
    ∀ k, p (fourPoint A B C D k) := by
  have hk : ∀ k : ZMod 4, k = 0 ∨ k = 1 ∨ k = 2 ∨ k = 3 := by decide
  intro k
  rcases hk k with rfl | rfl | rfl | rfl
  exacts [hA, hB, hC, hD]

/-- The four-point mesh has collinear symmetry if `A` and `C` are real and `B` and `D`
are complex conjugates. -/
theorem fourPoint_symmetry {A B C D : Matrix (Fin 2) (Fin 2) ℂ}
    (hA : A = A.map (starRingEnd ℂ)) (hC : C = C.map (starRingEnd ℂ))
    (hD : D = B.map (starRingEnd ℂ)) : CollinearSymmetry (fourPoint A B C D) := by
  have hB : B = D.map (starRingEnd ℂ) := by
    rw [hD]
    ext i j
    simp
  have hk : ∀ k : ZMod 4, k = 0 ∨ k = 1 ∨ k = 2 ∨ k = 3 := by decide
  intro k
  rcases hk k with rfl | rfl | rfl | rfl
  exacts [hA, hD, hC, hB]

/-- A property of the four explicit loop traces holds for every plaquette with steps
`1` and `2`. -/
theorem fourPoint_plaquette {A B C D : Matrix (Fin 2) (Fin 2) ℂ} {p : ℂ → Prop}
    (h0 : p (A * B * D * C).trace) (h1 : p (B * C * A * D).trace)
    (h2 : p (C * D * B * A).trace) (h3 : p (D * A * C * B).trace) :
    ∀ k, p (plaquette (fourPoint A B C D) 1 2 k) := by
  have hk : ∀ k : ZMod 4, k = 0 ∨ k = 1 ∨ k = 2 ∨ k = 3 := by decide
  intro k
  rcases hk k with rfl | rfl | rfl | rfl
  exacts [h0, h1, h2, h3]

/-- A two-band example with complex matrices at the momenta `1` and `3`. -/
def complexBand : ZMod 4 → Matrix (Fin 2) (Fin 2) ℂ :=
  fourPoint (bloch 0 0 1) (bloch 0 (3/5) (4/5)) (bloch 1 0 0) (bloch 0 (-3/5) (4/5))

/-- A two-band example with real matrices at all four momenta. -/
def realBand : ZMod 4 → Matrix (Fin 2) (Fin 2) ℂ :=
  fourPoint (bloch 0 0 1) (bloch (4/5) 0 (-3/5)) (bloch (-4/5) 0 (-3/5))
    (bloch (4/5) 0 (-3/5))

/-- The matrices of `complexBand` are Hermitian projectors with collinear symmetry; all
plaquette traces have positive real part and nonzero imaginary part. -/
theorem complexBand_witness :
    (∀ k, (complexBand k)ᴴ = complexBand k ∧ complexBand k * complexBand k = complexBand k) ∧
    CollinearSymmetry complexBand ∧
    ∀ k, 0 < (plaquette complexBand 1 2 k).re ∧ (plaquette complexBand 1 2 k).im ≠ 0 := by
  unfold complexBand
  refine ⟨fourPoint_forall (p := fun M => Mᴴ = M ∧ M * M = M) ?_ ?_ ?_ ?_,
    fourPoint_symmetry ?_ ?_ ?_,
    fourPoint_plaquette (p := fun z => 0 < z.re ∧ z.im ≠ 0) ?_ ?_ ?_ ?_⟩
  iterate 4
    · constructor <;> ext i j <;> fin_cases i <;> fin_cases j <;> apply Complex.ext <;>
        norm_num [bloch, Matrix.mul_apply, Fin.sum_univ_two]
  iterate 3
    · ext i j
      fin_cases i <;> fin_cases j <;> apply Complex.ext <;> norm_num [bloch]
  all_goals
    norm_num [bloch, Matrix.trace_fin_two, Matrix.mul_apply, Fin.sum_univ_two]

/-- The matrices of `realBand` are Hermitian projectors with collinear symmetry, every
plaquette trace is `-3/25`, and the total Berry flux is `4π`. -/
theorem realBand_total_flux :
    (∀ k, (realBand k)ᴴ = realBand k ∧ realBand k * realBand k = realBand k) ∧
    CollinearSymmetry realBand ∧
    (∀ k, (plaquette realBand 1 2 k).re = -3/25 ∧ (plaquette realBand 1 2 k).im = 0) ∧
    ∀ φ : ZMod 4 → ℝ, (∀ k, IsFlux (plaquette realBand 1 2 k) (φ k)) →
      ∑ k, φ k = 4 * π := by
  have hp : ∀ k, (realBand k)ᴴ = realBand k ∧ realBand k * realBand k = realBand k := by
    unfold realBand
    refine fourPoint_forall (p := fun M => Mᴴ = M ∧ M * M = M) ?_ ?_ ?_ ?_ <;>
      constructor <;> ext i j <;> fin_cases i <;> fin_cases j <;> apply Complex.ext <;>
      norm_num [bloch, Matrix.mul_apply, Fin.sum_univ_two]
  have hs : CollinearSymmetry realBand := by
    unfold realBand
    refine fourPoint_symmetry ?_ ?_ ?_ <;> ext i j <;> fin_cases i <;> fin_cases j <;>
      apply Complex.ext <;> norm_num [bloch]
  have hw : ∀ k, (plaquette realBand 1 2 k).re = -3/25 ∧
      (plaquette realBand 1 2 k).im = 0 := by
    unfold realBand
    refine fourPoint_plaquette (p := fun z => z.re = -3/25 ∧ z.im = 0) ?_ ?_ ?_ ?_ <;>
      norm_num [bloch, Matrix.trace_fin_two, Matrix.mul_apply, Fin.sum_univ_two]
  refine ⟨hp, hs, hw, fun φ hφ => ?_⟩
  have h0 : ∀ k, plaquette realBand 1 2 k ≠ 0 := by
    intro k e
    have h := (hw k).1
    rw [e] at h
    norm_num at h
  -- all four plaquettes are counted
  have hneg : ∀ k ∈ (Finset.univ : Finset (ZMod 4)),
      (plaquette realBand 1 2 k).re < 0 ∧ (plaquette realBand 1 2 k).im = 0 := by
    intro k _
    refine ⟨?_, (hw k).2⟩
    rw [(hw k).1]
    norm_num
  rw [total_flux_eq_count hs 1 2 h0 φ hφ, Finset.filter_true_of_mem hneg,
    Finset.card_univ, ZMod.card]
  push_cast
  ring

end

end CollinearBerryFlux
```

```lean
#print axioms CollinearBerryFlux.total_flux_eq_count
-- 'CollinearBerryFlux.total_flux_eq_count' depends on axioms: [propext, Classical.choice, Quot.sound]
#print axioms CollinearBerryFlux.total_flux_eq_zero_iff
-- 'CollinearBerryFlux.total_flux_eq_zero_iff' depends on axioms: [propext, Classical.choice, Quot.sound]
#print axioms CollinearBerryFlux.realBand_total_flux
-- 'CollinearBerryFlux.realBand_total_flux' depends on axioms: [propext, Classical.choice, Quot.sound]
```

## How the proof follows the pairing

`IsFlux.eq_arg` identifies the flux of a nonzero trace with Mathlib's principal argument. `plaquette_inversion` proves $w(-k-x-y)=\overline{w(k)}$: the equations `e1` to `e4` match the corners, and `loop` combines conjugation with cyclicity.

In `total_flux_eq_count`, `hr` expresses that inversion permutes the plaquettes, and `key` is the two-case formula for a pair, based on `Complex.arg_conj`. Summing `key` gives twice the total flux, and `linarith` removes the factor of two. `total_flux_eq_zero_iff` then uses $\pi\neq0$: the product vanishes only if the set of counted plaquettes is empty.

The `fourPoint` lemmas reduce statements about the four-momentum mesh to explicit matrices, which `norm_num` evaluates entry by entry. `complexBand_witness` shows that the opening example consists of Hermitian projectors with the symmetry, and that its traces have positive real and nonzero imaginary parts. The criterion therefore applies to it, with every local flux nonzero. `realBand_total_flux` establishes the value $-3/25$ for all four traces and obtains $4\pi$ from the counting formula.
